# Half-Field Resonances of a Spin-1 Triplet: Positions along Two Principal Axes and a Lower Bound for Every Direction

A molecule in a triplet state has three spin levels that are in general already split without a magnetic field. In an electron spin resonance experiment the photon energy $\nu$ is fixed and the field is swept. Besides the ordinary lines, an absorption can appear near half the field at which a free spin would resonate. Where exactly does it lie, and how low can it go when the molecule is turned?

The model is a single spin 1 with

$$H=D\left(S_z^2-\tfrac23\right)+E\,(S_x^2-S_y^2)+b_1S_x+b_2S_y+b_3S_z .$$

The real parameters $D$ and $E$ stand for the anisotropic spin-spin and spin-orbit interactions within the molecule, and are taken as given. The field is in energy units, $b=g\mu_B B$ with an isotropic $g$, so a free spin resonates at $b=\nu$. Hyperfine coupling, line widths and intensities are left out, so a resonance here means two levels that differ by $\nu$, whether or not the transition is allowed.

```lean
import Mathlib

open Matrix

namespace TripletHalfField

noncomputable section
```

The basis states $|T_x\rangle,|T_y\rangle,|T_z\rangle$ are each annihilated by the spin component of the same name. The other actions are $S_x|T_y\rangle=i|T_z\rangle$ and $S_x|T_z\rangle=-i|T_y\rangle$, together with their cyclic permutations. In matrix form:

```lean
/-- The spin-1 matrix of the x component, in the Cartesian basis. -/
def Sx : Matrix (Fin 3) (Fin 3) ℂ :=
  !![0, 0, 0; 0, 0, -Complex.I; 0, Complex.I, 0]

/-- The spin-1 matrix of the y component, in the Cartesian basis. -/
def Sy : Matrix (Fin 3) (Fin 3) ℂ :=
  !![0, 0, Complex.I; 0, 0, 0; -Complex.I, 0, 0]

/-- The spin-1 matrix of the z component, in the Cartesian basis. -/
def Sz : Matrix (Fin 3) (Fin 3) ℂ :=
  !![0, -Complex.I, 0; Complex.I, 0, 0; 0, 0, 0]
```

The Hamiltonian is written as above, with real parameters embedded in the complex numbers.

```lean
/-- The spin Hamiltonian with zero-field splitting parameters `D`, `E` and a magnetic field
with components `b₁`, `b₂`, `b₃` along x, y, z, measured in units of energy. -/
def H (D E b₁ b₂ b₃ : ℝ) : Matrix (Fin 3) (Fin 3) ℂ :=
  (D : ℂ) • (Sz ^ 2 - (2 / 3 : ℂ) • (1 : Matrix (Fin 3) (Fin 3) ℂ))
    + (E : ℂ) • (Sx ^ 2 - Sy ^ 2)
    + (b₁ : ℂ) • Sx + (b₂ : ℂ) • Sy + (b₃ : ℂ) • Sz
```

A level is a real number $x$ for which $Hv=xv$ has a nonzero solution $v$. This ignores multiplicity. Modelling the levels as an ordered list of eigenvalues would keep it, but a resonant pair would then be named by its positions in the list, and these change when the third level crosses.

```lean
/-- The real number `x` is an energy level of `M`: some nonzero state is an eigenvector of `M`
with eigenvalue `x`. -/
def IsLevel (M : Matrix (Fin 3) (Fin 3) ℂ) (x : ℝ) : Prop :=
  ∃ v : Fin 3 → ℂ, v ≠ 0 ∧ M *ᵥ v = (x : ℂ) • v
```

## (a) The matrices are a spin 1

**Task.** Show that $[S_x,S_y]=iS_z$, with its cyclic permutations, and $S_x^2+S_y^2+S_z^2=2$.

**Solution.** Apply the commutator to each basis state:

- $[S_x,S_y]|T_x\rangle=S_x(-i|T_z\rangle)=-|T_y\rangle=iS_z|T_x\rangle$.
- $[S_x,S_y]|T_y\rangle=-S_y(i|T_z\rangle)=|T_x\rangle=iS_z|T_y\rangle$.
- On $|T_z\rangle$ both sides vanish.

The other two relations follow cyclically. The squares are $S_x^2=\mathrm{diag}(0,1,1)$, $S_y^2=\mathrm{diag}(1,0,1)$ and $S_z^2=\mathrm{diag}(1,1,0)$, which add up to $2$. Lean compares the matrices entry by entry.

```lean
/-- The three matrices obey the angular momentum commutation relations, and the total spin
squared is `S(S+1) = 2`. -/
theorem spin_one_algebra :
    Sx * Sy - Sy * Sx = Complex.I • Sz ∧ Sy * Sz - Sz * Sy = Complex.I • Sx ∧
    Sz * Sx - Sx * Sz = Complex.I • Sy ∧
    Sx ^ 2 + Sy ^ 2 + Sz ^ 2 = (2 : ℂ) • (1 : Matrix (Fin 3) (Fin 3) ℂ) := by
  refine ⟨?_, ?_, ?_, ?_⟩ <;> ext i j <;> fin_cases i <;> fin_cases j <;>
    simp [Sx, Sy, Sz, pow_two] <;> norm_num
```

## (b) The Hamiltonian as a matrix

**Task.** Show that

$$H=\begin{pmatrix}\frac D3-E&-ib_3&ib_2\\ ib_3&\frac D3+E&-ib_1\\ -ib_2&ib_1&-\frac{2D}3\end{pmatrix}.$$

**Solution.** The squares from (a) give the diagonal $D(\tfrac13,\tfrac13,-\tfrac23)+E(-1,1,0)$. The field terms supply the off-diagonal entries, each component coupling two states.

```lean
/-- In the Cartesian basis the zero-field part of the Hamiltonian is diagonal, and each field
component couples two of the basis states. -/
theorem hamiltonian_eq (D E b₁ b₂ b₃ : ℝ) :
    H D E b₁ b₂ b₃ =
      !![(D : ℂ) / 3 - E, -(b₃ * Complex.I), b₂ * Complex.I;
         b₃ * Complex.I, (D : ℂ) / 3 + E, -(b₁ * Complex.I);
         -(b₂ * Complex.I), b₁ * Complex.I, -(2 * (D : ℂ) / 3)] := by
  ext i j
  fin_cases i <;> fin_cases j <;>
    simp [H, Sx, Sy, Sz, pow_two] <;> ring
```

## (c) The secular equation for any field direction

**Task.** Write $p=x-\frac D3+E$, $q=x-\frac D3-E$ and $r=x+\frac{2D}3$. Show that $x$ is a level exactly when

$$pqr=b_1^2\,p+b_2^2\,q+b_3^2\,r .$$

**Solution.** A nonzero $v$ with $(H-x)v=0$ exists exactly when $\det(H-x)=0$. Expanding along the first row gives

$$-p(qr-b_1^2)+(b_3^2r+ib_1b_2b_3)+(b_2^2q-ib_1b_2b_3).$$

The imaginary terms cancel, and setting the rest to zero gives the claim. In the proof, `hdet` is the determinant criterion and `hreal` is the expansion.

```lean
/-- The secular equation: the energy levels in a field of any direction are the real roots of
this cubic. -/
theorem isLevel_iff (D E b₁ b₂ b₃ x : ℝ) :
    IsLevel (H D E b₁ b₂ b₃) x ↔
      (x - (D / 3 - E)) * (x - (D / 3 + E)) * (x + 2 * D / 3) =
        b₁ ^ 2 * (x - (D / 3 - E)) + b₂ ^ 2 * (x - (D / 3 + E))
          + b₃ ^ 2 * (x + 2 * D / 3) := by
  -- an eigenvector exists exactly when the secular determinant vanishes
  have hdet : IsLevel (H D E b₁ b₂ b₃) x ↔
      (H D E b₁ b₂ b₃ - (x : ℂ) • (1 : Matrix (Fin 3) (Fin 3) ℂ)).det = 0 := by
    rw [← Matrix.exists_mulVec_eq_zero_iff]
    simp only [IsLevel, Matrix.sub_mulVec, Matrix.smul_mulVec, Matrix.one_mulVec, sub_eq_zero]
  -- the determinant is real
  have hreal : (H D E b₁ b₂ b₃ - (x : ℂ) • (1 : Matrix (Fin 3) (Fin 3) ℂ)).det =
      ((b₁ ^ 2 * (x - (D / 3 - E)) + b₂ ^ 2 * (x - (D / 3 + E)) + b₃ ^ 2 * (x + 2 * D / 3)
        - (x - (D / 3 - E)) * (x - (D / 3 + E)) * (x + 2 * D / 3) : ℝ) : ℂ) := by
    rw [hamiltonian_eq, Matrix.det_fin_three]
    simp
    linear_combination ((b₁ : ℂ) ^ 2 * (D / 3 - E - x) + (b₂ : ℂ) ^ 2 * (D / 3 + E - x)
      + (b₃ : ℂ) ^ 2 * (-(2 * D / 3) - x)) * Complex.I_sq
  rw [hdet, hreal, Complex.ofReal_eq_zero]
  constructor <;> intro h <;> linear_combination -h
```

## (d) Levels for a field along x

**Task.** For $b_1=b$ and $b_2=b_3=0$, show that the levels are

$$\frac D3-E,\qquad \frac12\left(E-\frac D3\right)\pm\sqrt{\frac{(D+E)^2}4+b^2}.$$

**Solution.** The secular equation becomes $p(qr-b^2)=0$. The factor $p$ gives the first level: $|T_x\rangle$ does not feel this field. The zeros of $qr$ are $\frac D3+E$ and $-\frac{2D}3$, with mean $m=\frac12(E-\frac D3)$ and half-difference $\frac12(D+E)$ up to sign. Hence $qr=b^2$ reads $(x-m)^2=\frac{(D+E)^2}4+b^2$, which gives the pair.

Lean calls the square root `s`, keeps its square as `hs`, and proves the same factorisation as `P` in both directions.

```lean
/-- For a field `b` along x the energy levels are `D/3 - E`, which does not depend on the field,
and the pair `(E - D/3)/2 ± √((D+E)²/4 + b²)`. -/
theorem levels_field_x (D E b x : ℝ) :
    IsLevel (H D E b 0 0) x ↔
      x = D / 3 - E ∨ x = (E - D / 3) / 2 + √((D + E) ^ 2 / 4 + b ^ 2) ∨
        x = (E - D / 3) / 2 - √((D + E) ^ 2 / 4 + b ^ 2) := by
  have hs := Real.sq_sqrt (show 0 ≤ (D + E) ^ 2 / 4 + b ^ 2 by positivity)
  rw [isLevel_iff]
  generalize √((D + E) ^ 2 / 4 + b ^ 2) = s at hs ⊢
  -- the cubic splits into a linear factor and a two-level problem
  constructor
  · intro h
    have P : (x - (D / 3 - E)) *
        ((x - ((E - D / 3) / 2 + s)) * (x - ((E - D / 3) / 2 - s))) = 0 := by
      linear_combination h - (x - (D / 3 - E)) * hs
    simpa only [mul_eq_zero, sub_eq_zero] using P
  · intro h
    have P : (x - (D / 3 - E)) *
        ((x - ((E - D / 3) / 2 + s)) * (x - ((E - D / 3) / 2 - s))) = 0 := by
      simpa only [mul_eq_zero, sub_eq_zero] using h
    linear_combination P + (x - (D / 3 - E)) * hs
```

## (e) The half-field line along z

**Task.** Let $\nu>2|E|$. Show that $\frac D3+\frac\nu2$ and $\frac D3-\frac\nu2$ are both levels at exactly one field $b>0$ along z, namely

$$b=\sqrt{\frac{\nu^2}4-E^2}.$$

**Solution.** Now the secular equation is $r(pq-b^2)=0$, with $pq=(x-\frac D3)^2-E^2$. Put $K=\frac{\nu^2}4-E^2-b^2$. The two energies give

$$\left(D+\tfrac\nu2\right)K=0,\qquad \left(D-\tfrac\nu2\right)K=0 .$$

Either bracket alone could vanish, when that energy coincides with the third level. Subtracting leaves $\nu K=0$, and $\nu>0$ forces $K=0$. Conversely, $K=0$ solves both equations. The condition $\nu>2|E|$ makes the root positive: the photon energy must exceed the pair's zero-field splitting. When $\nu$ is much larger than $2|E|$, the field is close to $\nu/2$, half the free-spin value.

The subtraction is `h` in the proof. The statement concerns this pair only; other pairs may be split by $\nu$ at other fields. It also gives a position, not an intensity. The two states of the pair are combinations of $|T_x\rangle$ and $|T_y\rangle$, between which $S_x$ and $S_y$ have no matrix elements, so a microwave field perpendicular to the static field does not drive this transition exactly along the axis. The same holds for the line along x in (f).

```lean
/-- Half-field line along z: for a quantum `ν > 2|E|` there is exactly one field `b > 0` along z
at which `D/3 + ν/2` and `D/3 - ν/2` are both levels, namely `b = √(ν²/4 - E²)`. -/
theorem half_field_z (D E ν : ℝ) (hν : 2 * |E| < ν) :
    0 < √(ν ^ 2 / 4 - E ^ 2) ∧ ∀ b : ℝ, 0 < b →
      ((IsLevel (H D E 0 0 b) (D / 3 + ν / 2) ∧ IsLevel (H D E 0 0 b) (D / 3 - ν / 2)) ↔
        b = √(ν ^ 2 / 4 - E ^ 2)) := by
  have hE := abs_nonneg E
  have hν0 : ν ≠ 0 := by linarith
  have hpos : 0 < ν ^ 2 / 4 - E ^ 2 := by
    have h := mul_pos (show 0 < ν / 2 - |E| by linarith) (show 0 < ν / 2 + |E| by linarith)
    nlinarith [sq_abs E]
  refine ⟨Real.sqrt_pos.2 hpos, fun b hb => ?_⟩
  rw [isLevel_iff, isLevel_iff]
  constructor
  · rintro ⟨h1, h2⟩
    -- subtracting the two secular equations removes the third level
    have h : ν * (ν ^ 2 / 4 - E ^ 2 - b ^ 2) = 0 := by linear_combination h1 - h2
    have h' := (mul_eq_zero.1 h).resolve_left hν0
    rw [show ν ^ 2 / 4 - E ^ 2 = b ^ 2 by linarith, Real.sqrt_sq hb.le]
  · intro h
    have hb2 : b ^ 2 = ν ^ 2 / 4 - E ^ 2 := by rw [h, Real.sq_sqrt hpos.le]
    constructor
    · linear_combination -(D + ν / 2) * hb2
    · linear_combination -(D - ν / 2) * hb2
```

## (f) The corresponding line along x

**Task.** Let $\nu>|D+E|$. Show that $\frac12(E-\frac D3)\pm\frac\nu2$ are both levels at exactly one field $b>0$ along x, namely

$$b=\sqrt{\frac{\nu^2}4-\frac{(D+E)^2}4}.$$

**Solution.** With $K=\frac{\nu^2}4-\frac{(D+E)^2}4-b^2$, the equation $p(qr-b^2)=0$ gives $\left(\frac{3E-D}2\pm\frac\nu2\right)K=0$. Subtraction again leaves $\nu K=0$, and $K=0$ solves both. The hypothesis on $\nu$ makes the root positive.

```lean
/-- Half-field line along x: for a quantum `ν > |D + E|` there is exactly one field `b > 0` along
x at which `(E - D/3)/2 + ν/2` and `(E - D/3)/2 - ν/2` are both levels, namely
`b = √(ν²/4 - (D+E)²/4)`. -/
theorem half_field_x (D E ν : ℝ) (hν : |D + E| < ν) :
    0 < √(ν ^ 2 / 4 - (D + E) ^ 2 / 4) ∧ ∀ b : ℝ, 0 < b →
      ((IsLevel (H D E b 0 0) ((E - D / 3) / 2 + ν / 2) ∧
          IsLevel (H D E b 0 0) ((E - D / 3) / 2 - ν / 2)) ↔
        b = √(ν ^ 2 / 4 - (D + E) ^ 2 / 4)) := by
  have hE := abs_nonneg (D + E)
  have hν0 : ν ≠ 0 := by linarith
  have hpos : 0 < ν ^ 2 / 4 - (D + E) ^ 2 / 4 := by
    have h := mul_pos (show 0 < ν - |D + E| by linarith) (show 0 < ν + |D + E| by linarith)
    nlinarith [sq_abs (D + E)]
  refine ⟨Real.sqrt_pos.2 hpos, fun b hb => ?_⟩
  rw [isLevel_iff, isLevel_iff]
  constructor
  · rintro ⟨h1, h2⟩
    have h : ν * (ν ^ 2 / 4 - (D + E) ^ 2 / 4 - b ^ 2) = 0 := by linear_combination h1 - h2
    have h' := (mul_eq_zero.1 h).resolve_left hν0
    rw [show ν ^ 2 / 4 - (D + E) ^ 2 / 4 = b ^ 2 by linarith, Real.sqrt_sq hb.le]
  · intro h
    have hb2 : b ^ 2 = ν ^ 2 / 4 - (D + E) ^ 2 / 4 := by rw [h, Real.sq_sqrt hpos.le]
    constructor
    · linear_combination -(3 * E / 2 - D / 2 + ν / 2) * hb2
    · linear_combination -(3 * E / 2 - D / 2 - ν / 2) * hb2
```

## (g) A lower bound for every direction

**Task.** Let $x\neq y$ be levels in the same field, and let $|b|^2=b_1^2+b_2^2+b_3^2$. Show that

$$|b|^2\ \ge\ \frac{(x-y)^2}4-\frac{D^2}3-E^2,$$

with equality exactly when $y=-x$.

**Solution.** Since $H$ has zero trace, the expanded secular equation has no quadratic term:

$$x^3-\left(\tfrac{D^2}3+E^2+|b|^2\right)x+c=0,$$

where $c$ depends on the parameters and the field but not on $x$. Subtract the same equation for $y$ and divide by $x-y\neq0$:

$$x^2+xy+y^2=\tfrac{D^2}3+E^2+|b|^2 .$$

The left side equals $\frac14(x-y)^2+\frac34(x+y)^2$. Dropping the last square gives the bound, and that square vanishes exactly when $y=-x$. In Lean, `h` is the difference before division and `key` the relation after it.

With $|x-y|=\nu$, this limits how low in field any resonance of this isotropic-$g$ triplet can lie; it does not say whether any direction reaches the limit. A program that simulates a powder spectrum by diagonalising this $H$ over a grid of orientations can therefore start its field search at $\sqrt{\nu^2/4-D^2/3-E^2}$, or at zero if the radicand is negative.

```lean
/-- For any field direction, two distinct levels `x` and `y` can occur only if the squared field
is at least `(x - y)²/4 - (D²/3 + E²)`, and equality holds exactly when `y = -x`. -/
theorem resonance_field_bound (D E b₁ b₂ b₃ x y : ℝ) (hxy : x ≠ y)
    (hx : IsLevel (H D E b₁ b₂ b₃) x) (hy : IsLevel (H D E b₁ b₂ b₃) y) :
    (x - y) ^ 2 / 4 - (D ^ 2 / 3 + E ^ 2) ≤ b₁ ^ 2 + b₂ ^ 2 + b₃ ^ 2 ∧
      ((x - y) ^ 2 / 4 - (D ^ 2 / 3 + E ^ 2) = b₁ ^ 2 + b₂ ^ 2 + b₃ ^ 2 ↔ y = -x) := by
  rw [isLevel_iff] at hx hy
  -- the difference of the two secular equations is divisible by x - y
  have h : (x - y) * ((x - y) ^ 2 / 4 + 3 / 4 * (x + y) ^ 2
      - (D ^ 2 / 3 + E ^ 2 + (b₁ ^ 2 + b₂ ^ 2 + b₃ ^ 2))) = 0 := by
    linear_combination hx - hy
  have key := (mul_eq_zero.1 h).resolve_left (sub_ne_zero.2 hxy)
  refine ⟨by linarith [sq_nonneg (x + y)], fun he => ?_, fun he => ?_⟩
  · have h0 : (x + y) ^ 2 = 0 := by linarith
    have h1 : x + y = 0 := by simpa using h0
    linarith
  · linear_combination key - 3 / 4 * (x + y) * he

end

end TripletHalfField
```

```lean
#print axioms TripletHalfField.levels_field_x
#print axioms TripletHalfField.half_field_z
#print axioms TripletHalfField.half_field_x
#print axioms TripletHalfField.resonance_field_bound
```

```
'TripletHalfField.levels_field_x' depends on axioms: [propext, Classical.choice, Quot.sound]
'TripletHalfField.half_field_z' depends on axioms: [propext, Classical.choice, Quot.sound]
'TripletHalfField.half_field_x' depends on axioms: [propext, Classical.choice, Quot.sound]
'TripletHalfField.resonance_field_bound' depends on axioms: [propext, Classical.choice, Quot.sound]
```
